# For equally spread natural orbitals with equal occupations between 0 and 1/2 per spin, the Müller energy of the Hubbard repulsion is negative

## How can a repulsive interaction give a negative energy?

I have a Hubbard lattice of \(M\) sites with on-site repulsion \(U>0\) and equal occupations \(n_k\in[0,1]\) for both spins. Write \(\nu=\frac1M\sum_k n_k\) and \(s=\frac1M\sum_k\sqrt{n_k}\). With plane-wave natural orbitals, the Müller functional gives me the interaction energy \(U(2\nu^2-s^2)\) per site. On four sites with \(n_k=1/4\) this is \(-U/8\). Double occupancy can't be negative, so have I made a mistake, and how low can this energy go?

## With equal orbital occupations between 0 and 1/2, the exchange term outweighs the Hartree term

Your arithmetic is right. The Müller functional is an approximation, and its interaction energy need not equal \(U\) times a double occupancy. Its minimum at given \(\nu\) is \(U\nu(2\nu-1)\), and it is reached only when every orbital has the same occupation, \(n_k=\nu\). Here \(\nu\) counts electrons per site and spin, so half filling is \(\nu=1/2\).

Let \(\phi_{xk}\) be natural orbital \(k\) at site \(x\), with \(|\phi_{xk}|^2=1/M\). The density matrix per spin is \(\gamma=\phi\,\mathrm{diag}(n)\,\phi^\dagger\). Since \(\phi^\dagger\phi=1\), its positive square root is \(q=\phi\,\mathrm{diag}(\sqrt n)\,\phi^\dagger\). Their site-diagonal elements are averages:
\[
\gamma_{xx}=\sum_k|\phi_{xk}|^2n_k=\nu,\qquad q_{xx}=\sum_k|\phi_{xk}|^2\sqrt{n_k}=s .
\]
Hartree energy minus square-root exchange for two spins gives, per site,
\[
E=\tfrac U2(2\nu)^2-\tfrac U2\,(2s^2)=U(2\nu^2-s^2).
\]
The variance of the square roots is
\[
V=\frac1M\sum_k(\sqrt{n_k}-s)^2=\nu-2s^2+s^2=\nu-s^2\ge0,
\]
and therefore
\[
E-U\nu(2\nu-1)=U(\nu-s^2)=UV\ge0 .
\]
Equality means \(\sqrt{n_k}=s\) for every \(k\), so \(n_k=s^2=\nu\). Conversely, uniform occupations give \(V=0\). For \(0<\nu<1/2\) the minimum is negative.

The true repulsion is \(U\) times a mean double occupancy. If \(\psi(A,B)\) is the amplitude for up electrons on the sites \(A\) and down electrons on \(B\), it equals
\[
\frac{U}{M}\sum_x\sum_{A,B\ni x}|\psi(A,B)|^2\ge0
\]
for normalised \(\psi\).

In Lean, the finite type `ι` labels both sites and orbitals, `n` is the function \(k\mapsto n_k\), and `EquallySpread φ` is the condition \(|\phi_{xk}|^2=1/M\). `muellerEnergy` is defined in site space, so \(U(2\nu^2-s^2)\) is derived. `muellerEnergy_bound` gives the bound and its equality case for all \(n_k\ge0\); `muellerEnergy_isLeast` says that the bound is the minimum over \([0,1]\) when \(0\le\nu\le1\). `mueller_negative_repulsion` compares the signs.

For normalised \(\psi\), `hubbardRepulsion` is the expectation value of \(U\hat n_{x\uparrow}\hat n_{x\downarrow}\) averaged over sites, where \(\hat n_{x\sigma}\) counts the electrons of spin \(\sigma\) at site \(x\). The operator itself is not defined in Lean; the definition starts from its diagonal form in the site basis. The sign theorem covers unnormalised amplitudes too.

```lean
import Mathlib

open Matrix
open scoped ComplexOrder

namespace MuellerHubbard

noncomputable section

variable {ι : Type*} [Fintype ι]

/-- The average of a quantity over a nonempty finite set of sites or momenta. -/
def mean (f : ι → ℝ) : ℝ := (∑ k, f k) / Fintype.card ι

/-- The average of a constant over a nonempty set is that constant. -/
theorem mean_const [Nonempty ι] (c : ℝ) : mean (fun _ : ι => c) = c := by
  have hN : (Fintype.card ι : ℝ) ≠ 0 := Nat.cast_ne_zero.mpr Fintype.card_ne_zero
  rw [mean, Finset.sum_const, Finset.card_univ, nsmul_eq_mul, mul_div_cancel_left₀ c hN]

/-- For nonnegative occupations, the mean occupation minus the squared mean of the
square roots is the variance of the square roots. -/
theorem mean_sub_sq_mean_sqrt [Nonempty ι] {n : ι → ℝ} (hn : ∀ k, 0 ≤ n k) :
    mean n - mean (fun k => Real.sqrt (n k)) ^ 2 =
      mean (fun k => (Real.sqrt (n k) - mean (fun j => Real.sqrt (n j))) ^ 2) := by
  have hN : (Fintype.card ι : ℝ) ≠ 0 := Nat.cast_ne_zero.mpr Fintype.card_ne_zero
  -- expand the square under the sum
  have key : ∀ s : ℝ, ∑ k, (Real.sqrt (n k) - s) ^ 2 =
      ∑ k, n k - 2 * s * ∑ k, Real.sqrt (n k) + Fintype.card ι * s ^ 2 := by
    intro s
    have h : ∀ k, (Real.sqrt (n k) - s) ^ 2 = n k - 2 * s * Real.sqrt (n k) + s ^ 2 :=
      fun k => by linear_combination Real.sq_sqrt (hn k)
    simp only [h, Finset.sum_add_distrib, Finset.sum_sub_distrib, ← Finset.mul_sum,
      Finset.sum_const, Finset.card_univ, nsmul_eq_mul]
  unfold mean
  rw [key]
  field_simp
  ring

/-- Each orbital (column of `φ`) has weight `1 / M` on every site of a lattice of `M ≥ 1` sites. -/
def EquallySpread (φ : Matrix ι ι ℂ) : Prop :=
  ∀ x k, ‖φ x k‖ ^ 2 = 1 / (Fintype.card ι : ℝ)

variable [DecidableEq ι]

/-- The site-space matrix with weight `f k` on the orbital in column `k` of `φ`. -/
def siteMatrix (φ : Matrix ι ι ℂ) (f : ι → ℝ) : Matrix ι ι ℂ :=
  φ * diagonal (fun k => (f k : ℂ)) * φᴴ

/-- The Mueller interaction per site of a nonempty Hubbard lattice, for orthonormal orbitals (the
columns of `φ`) and equal nonnegative occupations `n` of both spins: the Hartree energy minus the
exchange energy built from the square roots of the occupations. -/
def muellerEnergy (U : ℝ) (φ : Matrix ι ι ℂ) (n : ι → ℝ) : ℝ :=
  mean fun x => U / 2 * (2 * (siteMatrix φ n x x).re) ^ 2
    - U / 2 * (2 * ‖siteMatrix φ (fun k => Real.sqrt (n k)) x x‖ ^ 2)

/-- The Hubbard repulsion per site of a nonempty lattice, `U` times the mean double occupancy, in
the normalised state with amplitude `ψ (A, B)` for up electrons on the sites `A` and down electrons
on the sites `B`. -/
def hubbardRepulsion (U : ℝ) (ψ : Finset ι × Finset ι → ℂ) : ℝ :=
  mean fun x => U * ∑ c, if x ∈ c.1 ∧ x ∈ c.2 then ‖ψ c‖ ^ 2 else 0

/-- For orthonormal orbitals and nonnegative occupations, the matrix built from the square
roots of the occupations is positive semidefinite and squares to the density matrix. -/
theorem siteMatrix_sqrt {φ : Matrix ι ι ℂ} (hφ : φᴴ * φ = 1) {n : ι → ℝ}
    (hn : ∀ k, 0 ≤ n k) :
    (siteMatrix φ (fun k => Real.sqrt (n k))).PosSemidef ∧
      siteMatrix φ (fun k => Real.sqrt (n k)) * siteMatrix φ (fun k => Real.sqrt (n k)) =
        siteMatrix φ n := by
  constructor
  · have hd : (diagonal (fun k => (Real.sqrt (n k) : ℂ))).PosSemidef :=
      Matrix.posSemidef_diagonal_iff.mpr fun k => by exact_mod_cast Real.sqrt_nonneg (n k)
    exact hd.mul_mul_conjTranspose_same φ
  · have hd : diagonal (fun k => (Real.sqrt (n k) : ℂ)) *
        diagonal (fun k => (Real.sqrt (n k) : ℂ)) = diagonal (fun k => (n k : ℂ)) := by
      rw [diagonal_mul_diagonal]
      congr 1
      funext k
      rw [← Complex.ofReal_mul, Real.mul_self_sqrt (hn k)]
    unfold siteMatrix
    rw [← hd]
    generalize diagonal (fun k => (Real.sqrt (n k) : ℂ)) = D
    calc φ * D * φᴴ * (φ * D * φᴴ) = φ * D * (φᴴ * φ) * D * φᴴ := by noncomm_ring
      _ = φ * (D * D) * φᴴ := by rw [hφ]; noncomm_ring

/-- For equally spread orbitals, every site-diagonal element is the average of the
orbital weights. -/
theorem siteMatrix_diag {φ : Matrix ι ι ℂ} (hφ : EquallySpread φ) (f : ι → ℝ) (x : ι) :
    siteMatrix φ f x x = (mean f : ℂ) := by
  rw [siteMatrix, Matrix.mul_apply, mean, Finset.sum_div, Complex.ofReal_sum]
  refine Finset.sum_congr rfl fun k _ => ?_
  rw [Matrix.mul_diagonal, Matrix.conjTranspose_apply]
  have h : φ x k * star (φ x k) = ((1 / (Fintype.card ι : ℝ) : ℝ) : ℂ) := by
    rw [← hφ x k, ← Complex.normSq_eq_norm_sq]
    exact Complex.mul_conj _
  calc φ x k * (f k : ℂ) * star (φ x k) = (f k : ℂ) * (φ x k * star (φ x k)) := by ring
    _ = _ := by rw [h]; push_cast; ring

/-- For equally spread orbitals, the Mueller interaction per site is `U (2 n² - s²)`, with `n`
the mean occupation per spin and `s` the mean of the square roots of the occupations. -/
theorem muellerEnergy_eq [Nonempty ι] (U : ℝ) {φ : Matrix ι ι ℂ} (hφ : EquallySpread φ)
    (n : ι → ℝ) :
    muellerEnergy U φ n = U * (2 * mean n ^ 2 - mean (fun k => Real.sqrt (n k)) ^ 2) := by
  unfold muellerEnergy
  simp only [siteMatrix_diag hφ, Complex.ofReal_re, Complex.norm_real, Real.norm_eq_abs, sq_abs]
  rw [mean_const]
  ring

/-- For `U > 0`, equally spread orbitals and nonnegative occupations of mean `ν`, the Mueller
interaction per site is at least `U ν (2 ν - 1)`, with equality exactly when all occupations
equal `ν`. -/
theorem muellerEnergy_bound [Nonempty ι] {U ν : ℝ} (hU : 0 < U) {φ : Matrix ι ι ℂ}
    (hφ : EquallySpread φ) {n : ι → ℝ} (hn : ∀ k, 0 ≤ n k) (hν : mean n = ν) :
    U * ν * (2 * ν - 1) ≤ muellerEnergy U φ n ∧
      (muellerEnergy U φ n = U * ν * (2 * ν - 1) ↔ ∀ k, n k = ν) := by
  have hN : (Fintype.card ι : ℝ) ≠ 0 := Nat.cast_ne_zero.mpr Fintype.card_ne_zero
  have hvar := mean_sub_sq_mean_sqrt hn
  have hE := muellerEnergy_eq U hφ n
  rw [hν] at hvar hE
  -- the variance of the square roots is nonnegative
  have hV : 0 ≤ ν - mean (fun k => Real.sqrt (n k)) ^ 2 := by
    rw [hvar]
    exact div_nonneg (Finset.sum_nonneg fun k _ => sq_nonneg _) (Nat.cast_nonneg _)
  refine ⟨by rw [hE]; nlinarith [mul_nonneg hU.le hV], fun h => ?_, fun h => ?_⟩
  · -- equality makes the variance vanish, so all square roots agree
    have h0 : ν - mean (fun k => Real.sqrt (n k)) ^ 2 = 0 := by
      refine (mul_eq_zero.mp ?_).resolve_left hU.ne'
      linear_combination h - hE
    rw [h0] at hvar
    have hsum := (div_eq_zero_iff.mp hvar.symm).resolve_right hN
    intro k
    have hk := (Finset.sum_eq_zero_iff_of_nonneg fun j _ => sq_nonneg _).mp hsum k
      (Finset.mem_univ k)
    have hk' := sub_eq_zero.mp (pow_eq_zero_iff two_ne_zero |>.mp hk)
    rw [← Real.sq_sqrt (hn k), hk']
    linarith
  · have hν0 : 0 ≤ ν := by
      obtain ⟨k⟩ := ‹Nonempty ι›
      exact h k ▸ hn k
    have hs : mean (fun k => Real.sqrt (n k)) = Real.sqrt ν := by
      simp only [h]
      exact mean_const _
    rw [hE, hs, Real.sq_sqrt hν0]
    ring

/-- On a nonempty lattice, for `U > 0`, equally spread orbitals and `0 ≤ ν ≤ 1`, the minimum of the
Mueller interaction per site over occupations in `[0,1]` with mean `ν` is `U ν (2 ν - 1)`. -/
theorem muellerEnergy_isLeast [Nonempty ι] {U ν : ℝ} (hU : 0 < U) {φ : Matrix ι ι ℂ}
    (hφ : EquallySpread φ) (h0 : 0 ≤ ν) (h1 : ν ≤ 1) :
    IsLeast (muellerEnergy U φ '' {n | (∀ k, 0 ≤ n k ∧ n k ≤ 1) ∧ mean n = ν})
      (U * ν * (2 * ν - 1)) := by
  constructor
  · exact ⟨fun _ => ν, ⟨fun _ => ⟨h0, h1⟩, mean_const ν⟩,
      (muellerEnergy_bound hU hφ (fun _ => h0) (mean_const ν)).2.mpr fun _ => rfl⟩
  · rintro _ ⟨n, ⟨hn, hν⟩, rfl⟩
    exact (muellerEnergy_bound hU hφ (fun k => (hn k).1) hν).1

/-- On a nonempty lattice, for `U > 0`, equally spread orbitals and uniform occupation
`0 < ν < 1/2`, the Mueller interaction is negative, whereas the Hubbard repulsion is nonnegative in
every state. -/
theorem mueller_negative_repulsion [Nonempty ι] {U ν : ℝ} (hU : 0 < U) {φ : Matrix ι ι ℂ}
    (hφ : EquallySpread φ) (h0 : 0 < ν) (h1 : ν < 1 / 2) :
    muellerEnergy U φ (fun _ => ν) < 0 ∧
      ∀ ψ : Finset ι × Finset ι → ℂ, 0 ≤ hubbardRepulsion U ψ := by
  constructor
  · rw [(muellerEnergy_bound hU hφ (fun _ => h0.le) (mean_const ν)).2.mpr fun _ => rfl]
    exact mul_neg_of_pos_of_neg (mul_pos hU h0) (by linarith)
  · intro ψ
    refine div_nonneg (Finset.sum_nonneg fun x _ => mul_nonneg hU.le
      (Finset.sum_nonneg fun c _ => ?_)) (Nat.cast_nonneg _)
    split_ifs
    · exact sq_nonneg _
    · exact le_rfl

/-- The plane waves `exp (2πi x k / M) / √M` on a ring of `M ≥ 1` sites. -/
def planeWave (M : ℕ) [NeZero M] : Matrix (ZMod M) (ZMod M) ℂ :=
  Matrix.of fun x k => ZMod.stdAddChar (x * k) / (Real.sqrt (M : ℝ) : ℂ)

/-- The plane waves on a ring of `M ≥ 1` sites are orthonormal and equally spread. -/
theorem planeWave_witness (M : ℕ) [NeZero M] :
    (planeWave M)ᴴ * planeWave M = 1 ∧ EquallySpread (planeWave M) := by
  constructor
  · ext k l
    have hM : (Real.sqrt (M : ℝ) : ℂ) * (Real.sqrt (M : ℝ) : ℂ) = (M : ℂ) := by
      rw [← Complex.ofReal_mul, Real.mul_self_sqrt (Nat.cast_nonneg M), Complex.ofReal_natCast]
    have hM0 : (M : ℂ) ≠ 0 := Nat.cast_ne_zero.mpr (NeZero.ne M)
    -- each overlap term is a character of the momentum difference
    have hterm : ∀ x, (planeWave M)ᴴ k x * planeWave M x l =
        ZMod.stdAddChar (x * (l - k)) / (M : ℂ) := by
      intro x
      have h : x * (l - k) = -(x * k) + x * l := by ring
      rw [h, AddChar.map_add_eq_mul, AddChar.map_neg_eq_conj, Matrix.conjTranspose_apply, ← hM]
      simp only [planeWave, Matrix.of_apply, star_div₀, RCLike.star_def, Complex.conj_ofReal]
      rw [div_mul_div_comm]
    rw [Matrix.mul_apply, Finset.sum_congr rfl (fun x _ => hterm x), ← Finset.sum_div,
      AddChar.sum_mulShift _ (ZMod.isPrimitive_stdAddChar M), Matrix.one_apply]
    by_cases h : k = l
    · subst h
      simp [ZMod.card, hM0]
    · simp [h, sub_eq_zero, Ne.symm h]
  · intro x k
    simp only [planeWave, Matrix.of_apply, norm_div, AddChar.norm_apply, Complex.norm_real,
      Real.norm_eq_abs, div_pow, sq_abs, one_pow, ZMod.card]
    rw [Real.sq_sqrt (Nat.cast_nonneg M)]

end

end MuellerHubbard
```

```lean
#print axioms MuellerHubbard.siteMatrix_sqrt
#print axioms MuellerHubbard.muellerEnergy_isLeast
#print axioms MuellerHubbard.mueller_negative_repulsion
```

```
'MuellerHubbard.siteMatrix_sqrt' depends on axioms: [propext, Classical.choice, Quot.sound]
'MuellerHubbard.muellerEnergy_isLeast' depends on axioms: [propext, Classical.choice, Quot.sound]
'MuellerHubbard.mueller_negative_repulsion' depends on axioms: [propext, Classical.choice, Quot.sound]
```

`siteMatrix_sqrt` justifies the name "square root": when the matrix is multiplied by itself, \(\phi^\dagger\phi\) appears in the middle and is replaced by 1. `siteMatrix_diag` computes the diagonal averages, and `muellerEnergy_eq` puts them into the energy (its docstring writes `n` for the mean \(\nu\)). `mean_sub_sq_mean_sqrt` expands the square to obtain \(V\).

In `muellerEnergy_bound`, `nlinarith` uses \(UV\ge0\) for the inequality. For equality, a vanishing sum of nonnegative squares forces each square to vanish. `muellerEnergy_isLeast` supplies the constant occupation as the minimiser, and the sign theorem evaluates the energy there. `planeWave_witness` shows that suitable orbitals exist on a ring of any \(M\ge1\) sites: orthogonality comes from summing a character over the ring.

Without equal spreading, the formula \(U(2\nu^2-s^2)\) can fail. Take two sites, orbitals localised on one site each, and \(n=(1,0)\). The site energies are \(U\) and \(0\), with mean \(U/2\), whereas the formula gives \(U/4\).

In a density-matrix functional calculation on a four-site ring with one electron of each spin, the orbitals and their occupations are varied at fixed \(\nu=1/4\). With plane-wave orbitals, the Hartree–Fock choice \((1,0,0,0)\) has \(s=1/4\) and interaction energy \(U/16\) per site; spreading the occupations evenly lowers it to \(-U/8\). With nearest-neighbour hopping the kinetic energy of the even distribution is zero, so the minimised Müller total energy is at most \(-U/8\) per site and falls without limit as \(U\) grows. The exact ground-state energy never drops below its value at \(U=0\).
